# A level coupled to a flat band has exactly one bound state above the band

## The level, the band and the pole equation

A single level of bare energy e is coupled to a continuum of states whose energies x fill the interval [-W, W]. The half-width W is positive, and the zero of energy is at the band centre. The coupling enters through one constant c > 0, the density of band states times the squared coupling matrix element. It has the dimension of an energy, and "flat" means that it takes the same value at every x in the band, not that the band lacks dispersion.

For an energy E > W, the self-energy of the level is

S(E) = ∫ c/(E - x) dx, with x running from -W to W.

It comes from eliminating the band. For a discrete set of band states with energies xₖ and couplings Vₖ, a stationary state with amplitude a on the level has amplitude Vₖa/(E - xₖ) on band state k. Substituting this into the equation for the level gives E = e + Σₖ |Vₖ|²/(E - xₖ), provided a ≠ 0, and the sum becomes S(E) for a flat continuum. A bound state above the band is therefore an energy E with

E > W and E = e + S(E).

If the state is normalised, then |a|² (1 + Σₖ |Vₖ|²/(E - xₖ)²) = 1. The sum here is minus the energy derivative of the self-energy, so the share of the bare level in the bound state is the pole weight

Z(E) = 1/(1 - S'(E)).

The elimination and the continuum limit are the physical input; the theorems start from the integral S, the pole equation and the formula for Z.

## What the theorems say

In the Lean file, `selfEnergy c W E` is the interval integral S(E), `IsBoundState c W e E` is the pair of conditions E > W and E = e + S(E), and `poleWeight c W E` is Z(E), written with the actual derivative `deriv (selfEnergy c W) E`. All quantities are real numbers in a common energy unit. The results, for W > 0, are these.

- `selfEnergy_eq`: for E > W, S(E) = c log((E + W)/(E - W)). This holds for every real c.
- `selfEnergy_strictAntiOn`: for c > 0, S is strictly decreasing on the open half-line `Ioi W`, that is, for E > W.
- `existsUnique_boundState`: for c > 0 and every real e, there is exactly one bound state above the band. The symbol `∃!` means "there is exactly one".
- `hasDerivAt_selfEnergy`: for E > W, S is differentiable at E with S'(E) = -2cW/(E² - W²), again for every real c.
- `poleWeight_eq`: for c > 0 and E > W, Z(E) = (E² - W²)/(E² - W² + 2cW), and 0 < Z(E) < 1.
- `boundState_edge_distance`: for c > 0 and e < W, a bound state E satisfies E - W < 2W/(exp((W - e)/c) - 1).

The model has one level, no interactions and a coupling independent of energy. Energies inside the band, where the level acquires a width, and energies below the band are not treated. Lean assigns the integral a value inside the band too, but the condition `W < E` keeps that value out of the bound-state definition.

For a non-interacting adsorbate level or quantum dot modelled with a flat band of finite width, the result means that a discrete state belongs in the spectrum above the band even when the bare level lies inside it. At weak coupling that state can be so close to the edge that a search for a sign change of E - e - S(E) on a uniform energy grid misses it. That the state exists at every coupling is due to the step of the flat band at its edge. If the density of states times the squared coupling instead falls to zero as a square root there, the self-energy stays finite at the edge, and a weakly coupled level inside the band has no bound state above it.

## The self-energy and its monotonicity

For E > W the denominator E - x is positive throughout the band, and -c log(E - x) has the x-derivative c/(E - x). Hence

S(E) = -c log(E - W) + c log(E + W) = c log((E + W)/(E - W)).

Now take W < a < b. Cross-multiplying by positive denominators, (b + W)/(b - W) < (a + W)/(a - W) is equivalent to (b + W)(a - W) < (a + W)(b - W). The right side minus the left side is

(a + W)(b - W) - (b + W)(a - W) = 2W(b - a) > 0.

The logarithm is increasing and c > 0, so S(b) < S(a).

Uniqueness follows. If E₁ < E₂ were both bound states, subtracting their equations would give E₂ - E₁ = S(E₂) - S(E₁), with a positive left side and a negative right side.

## Two energies that bracket the bound state

Existence is a sign change of f(E) = E - e - S(E), which is continuous for E > W.

For the lower energy, set t = |3W - e|/c and q = exp(-t), so that 0 < q ≤ 1, and take L = W + 2Wq. Then W < L ≤ 3W and

(L + W)/(L - W) = (2W + 2Wq)/(2Wq) = 1 + exp(t) ≥ exp(t).

So S(L) ≥ ct = |3W - e| ≥ 3W - e, and f(L) ≤ 3W - e - (3W - e) = 0.

For the upper energy, take U = 3W + |e| + c. Since U ≥ 3W, the ratio (U + W)/(U - W) is at most 2. The inequality log r ≤ r - 1 then gives S(U) ≤ c, and

f(U) ≥ 3W + |e| + c - e - c ≥ 3W > 0.

Since L ≤ 3W ≤ U, the intermediate value theorem gives a zero of f in [L, U], and this zero lies above W.

## Slope, weight and distance from the edge

Differentiating the closed form gives

S'(E) = c/(E + W) - c/(E - W) = -2cW/(E² - W²).

Therefore

Z(E) = 1/(1 + 2cW/(E² - W²)) = (E² - W²)/(E² - W² + 2cW).

Both E² - W² and 2cW are positive, so Z(E) lies strictly between 0 and 1.

Suppose now that e < W and that E is the bound state. Then S(E) = E - e > W - e, so with X = exp((W - e)/c) > 1 we have (E + W)/(E - W) > X. Writing E + W = (E - W) + 2W, this becomes

(X - 1)(E - W) < 2W,

which is the stated bound after division by X - 1.

## A weakly coupled level at the band centre

Take W = 1, e = 0 and c = 0.2. The bound on the distance from the edge is

2/(exp(5) - 1) ≈ 0.01357.

To find the distance δ = E - 1 itself, rewrite the pole equation as δ = 2/(exp(5(1 + δ)) - 1) and iterate. Starting from δ = 0.0135, the successive values are 0.01268, 0.01273 and 0.01273, so E ≈ 1.0127. The weight follows from E² - 1 ≈ 0.0256:

Z ≈ 0.0256/(0.0256 + 0.4) ≈ 0.060.

The bare level contributes about 6 per cent of the normalised bound state; the rest is made of band states.

## The limit of vanishing coupling

Keep W and e fixed and let c tend to 0 from above. If e < W, the distance E - W is exponentially small in 1/c. Then E² - W² vanishes much faster than 2cW, and Z tends to 0: the bound state merges with the band edge and loses its share of the bare level. If e > W, the bound state satisfies e < E and S(E) < S(e), and S(e) tends to 0, so E tends to e and Z tends to 1.

At c = 0 the self-energy vanishes and the equation reads E = e, which has a solution above the band only for e > W. This is where the hypothesis c > 0 matters: any positive coupling, however small, makes S(E) grow without limit as E approaches W from above.

## The Lean file

```lean
import Mathlib

open Set

namespace FlatBandBoundState

noncomputable section

/-- The integral of `c / (E - x)` over `x` from `-W` to `W`. For `0 < W < E` it is the self-energy
at energy `E` of a level coupled with constant strength `c` to a flat band of states filling `[-W,
W]`. -/
def selfEnergy (c W E : ℝ) : ℝ := ∫ x in (-W)..W, c / (E - x)

/-- `E` is a bound state above the band: it lies above the upper edge `W` and solves the pole
equation `E = e + selfEnergy c W E` for a bare level `e`. -/
def IsBoundState (c W e E : ℝ) : Prop := W < E ∧ E = e + selfEnergy c W E

/-- The pole weight `1 / (1 - S'(E))` built from the energy derivative of the self-energy. -/
def poleWeight (c W E : ℝ) : ℝ := (1 - deriv (selfEnergy c W) E)⁻¹

/-- Above the band the self-energy is `c log((E + W) / (E - W))`. -/
theorem selfEnergy_eq (c : ℝ) {W E : ℝ} (hW : 0 < W) (hE : W < E) :
    selfEnergy c W E = c * Real.log ((E + W) / (E - W)) := by
  have hne : ∀ x ∈ uIcc (-W) W, E - x ≠ 0 := by
    intro x hx
    rw [uIcc_of_le (by linarith)] at hx
    have := hx.2
    exact ne_of_gt (by linarith)
  -- the antiderivative is `-c log(E - x)`
  have hder : ∀ x ∈ uIcc (-W) W,
      HasDerivAt (fun y => -c * Real.log (E - y)) (c / (E - x)) x := by
    intro x hx
    have h : HasDerivAt (fun y => -c * Real.log (E - y)) (-c * (-1 / (E - x))) x :=
      (((hasDerivAt_id' x).const_sub E).log (hne x hx)).const_mul (-c)
    exact h.congr_deriv (by ring)
  have hint : IntervalIntegrable (fun x => c / (E - x)) MeasureTheory.volume (-W) W :=
    ContinuousOn.intervalIntegrable
      (continuousOn_const.div (continuousOn_const.sub continuousOn_id) hne)
  have h1 : E + W ≠ 0 := ne_of_gt (by linarith)
  have h2 : E - W ≠ 0 := ne_of_gt (by linarith)
  unfold selfEnergy
  rw [intervalIntegral.integral_eq_sub_of_hasDerivAt hder hint, Real.log_div h1 h2,
    sub_neg_eq_add]
  ring

/-- For `c > 0`, the self-energy decreases strictly with energy above the band. -/
theorem selfEnergy_strictAntiOn {c W : ℝ} (hc : 0 < c) (hW : 0 < W) :
    StrictAntiOn (selfEnergy c W) (Ioi W) := by
  intro a ha b hb hab
  have ha' : W < a := ha
  have hb' : W < b := hb
  rw [selfEnergy_eq c hW ha', selfEnergy_eq c hW hb']
  apply mul_lt_mul_of_pos_left _ hc
  apply Real.log_lt_log (div_pos (by linarith) (by linarith))
  rw [div_lt_div_iff₀ (by linarith) (by linarith)]
  nlinarith [mul_pos hW (sub_pos.2 hab)]

/-- For `c > 0` and every bare level `e`, a flat band produces exactly one bound state above its
upper edge. -/
theorem existsUnique_boundState {c W : ℝ} (hc : 0 < c) (hW : 0 < W) (e : ℝ) :
    ∃! E, IsBoundState c W e E := by
  -- a point above the edge, where the logarithm is at least `t`
  obtain ⟨t, ht⟩ : ∃ t, t = |3 * W - e| / c := ⟨_, rfl⟩
  have ht0 : 0 ≤ t := by rw [ht]; positivity
  have hct : c * t = |3 * W - e| := by rw [ht]; field_simp
  obtain ⟨q, hq⟩ : ∃ q, q = Real.exp (-t) := ⟨_, rfl⟩
  have hq0 : 0 < q := by rw [hq]; exact Real.exp_pos _
  have hq1 : q ≤ 1 := by rw [hq]; exact Real.exp_le_one_iff.2 (by linarith)
  have htq : Real.exp t * q = 1 := by rw [hq, ← Real.exp_add]; simp
  have hWq : 0 < W * q := mul_pos hW hq0
  have hWq1 : W * q ≤ W := by nlinarith
  let f : ℝ → ℝ := fun E => E - e - c * Real.log ((E + W) / (E - W))
  have hlow : f (W + 2 * (W * q)) ≤ 0 := by
    have hlog : t ≤ Real.log ((W + 2 * (W * q) + W) / (W + 2 * (W * q) - W)) := by
      rw [Real.le_log_iff_exp_le (div_pos (by linarith) (by linarith)),
        le_div_iff₀ (by linarith)]
      have : Real.exp t * (W + 2 * (W * q) - W) = 2 * W := by
        linear_combination 2 * W * htq
      linarith
    have h := mul_le_mul_of_nonneg_left hlog hc.le
    have habs := le_abs_self (3 * W - e)
    change W + 2 * (W * q) - e - c * Real.log _ ≤ 0
    linarith
  -- a point far above the band, where the self-energy is at most `c`
  have hhigh : 0 ≤ f (3 * W + |e| + c) := by
    have he := abs_nonneg e
    have hlog : Real.log ((3 * W + |e| + c + W) / (3 * W + |e| + c - W)) ≤ 1 := by
      have h := Real.log_le_sub_one_of_pos
        (show 0 < (3 * W + |e| + c + W) / (3 * W + |e| + c - W) from
          div_pos (by linarith) (by linarith))
      have h2 : (3 * W + |e| + c + W) / (3 * W + |e| + c - W) ≤ 2 := by
        rw [div_le_iff₀ (by linarith)]
        linarith
      linarith
    have h := mul_le_mul_of_nonneg_left hlog hc.le
    have habs := le_abs_self e
    change 0 ≤ 3 * W + |e| + c - e - c * Real.log _
    linarith
  have hcont : ContinuousOn f (Icc (W + 2 * (W * q)) (3 * W + |e| + c)) := by
    intro x hx
    have hx1 := hx.1
    have h1 : x - W ≠ 0 := ne_of_gt (by linarith)
    have h2 : (x + W) / (x - W) ≠ 0 := ne_of_gt (div_pos (by linarith) (by linarith))
    have h3 : ContinuousAt (fun E : ℝ => (E + W) / (E - W)) x :=
      (continuousAt_id.add continuousAt_const).div (continuousAt_id.sub continuousAt_const) h1
    exact ((continuousAt_id.sub continuousAt_const).sub
      (continuousAt_const.mul (h3.log h2))).continuousWithinAt
  obtain ⟨E, hEmem, hfE⟩ := intermediate_value_Icc
    (by linarith [abs_nonneg e]) hcont ⟨hlow, hhigh⟩
  have hWE : W < E := by linarith [hEmem.1]
  have hfE' : E - e - c * Real.log ((E + W) / (E - W)) = 0 := hfE
  have hEeq : E = e + selfEnergy c W E := by
    rw [selfEnergy_eq c hW hWE]
    linarith
  refine ⟨E, ⟨hWE, hEeq⟩, ?_⟩
  -- uniqueness: the self-energy falls while the energy rises
  rintro y ⟨hy, hyeq⟩
  rcases lt_trichotomy y E with h | h | h
  · have := selfEnergy_strictAntiOn hc hW hy hWE h
    linarith
  · exact h
  · have := selfEnergy_strictAntiOn hc hW hWE hy h
    linarith

/-- Above the band the self-energy has slope `-2cW / (E² - W²)`. -/
theorem hasDerivAt_selfEnergy (c : ℝ) {W E : ℝ} (hW : 0 < W) (hE : W < E) :
    HasDerivAt (selfEnergy c W) (-(2 * c * W / (E ^ 2 - W ^ 2))) E := by
  have h1 : E + W ≠ 0 := ne_of_gt (by linarith)
  have h2 : E - W ≠ 0 := ne_of_gt (by linarith)
  have h : HasDerivAt (fun y => c * (Real.log (y + W) - Real.log (y - W)))
      (c * (1 / (E + W) - 1 / (E - W))) E :=
    ((((hasDerivAt_id' E).add_const W).log h1).sub
      (((hasDerivAt_id' E).sub_const W).log h2)).const_mul c
  have hval : c * (1 / (E + W) - 1 / (E - W)) = -(2 * c * W / (E ^ 2 - W ^ 2)) := by
    rw [show E ^ 2 - W ^ 2 = (E + W) * (E - W) by ring]
    field_simp
    ring
  refine (h.congr_deriv hval).congr_of_eventuallyEq ?_
  filter_upwards [Ioi_mem_nhds hE] with y hy
  have hy' : W < y := hy
  rw [selfEnergy_eq c hW hy', Real.log_div (ne_of_gt (by linarith)) (ne_of_gt (by linarith))]

/-- For `c > 0`, the pole weight above the band is `(E² - W²) / (E² - W² + 2cW)`, and it lies
strictly between 0 and 1. -/
theorem poleWeight_eq {c W E : ℝ} (hc : 0 < c) (hW : 0 < W) (hE : W < E) :
    poleWeight c W E = (E ^ 2 - W ^ 2) / (E ^ 2 - W ^ 2 + 2 * c * W) ∧
      poleWeight c W E ∈ Ioo (0 : ℝ) 1 := by
  have hD : 0 < E ^ 2 - W ^ 2 := by nlinarith
  have hcW : 0 < 2 * c * W := by positivity
  have h : poleWeight c W E = (E ^ 2 - W ^ 2) / (E ^ 2 - W ^ 2 + 2 * c * W) := by
    unfold poleWeight
    have key : 1 + 2 * c * W / (E ^ 2 - W ^ 2) =
        (E ^ 2 - W ^ 2 + 2 * c * W) / (E ^ 2 - W ^ 2) := by
      rw [add_div, div_self hD.ne']
    rw [(hasDerivAt_selfEnergy c hW hE).deriv, sub_neg_eq_add, key, inv_div]
  refine ⟨h, ?_⟩
  rw [h]
  exact ⟨div_pos hD (by linarith), (div_lt_one (by linarith)).2 (by linarith)⟩

/-- If the bare level lies below the upper band edge, the bound state is separated from that
edge by less than `2W / (exp((W - e)/c) - 1)`. -/
theorem boundState_edge_distance {c W e E : ℝ} (hc : 0 < c) (hW : 0 < W) (he : e < W)
    (h : IsBoundState c W e E) :
    E - W < 2 * W / (Real.exp ((W - e) / c) - 1) := by
  obtain ⟨hE, heq⟩ := h
  rw [selfEnergy_eq c hW hE] at heq
  -- the pole equation bounds the logarithm from below
  have hlog : (W - e) / c < Real.log ((E + W) / (E - W)) := by
    rw [div_lt_iff₀ hc]
    linarith
  rw [Real.lt_log_iff_exp_lt (div_pos (by linarith) (by linarith)),
    lt_div_iff₀ (by linarith)] at hlog
  have hexp : 1 < Real.exp ((W - e) / c) :=
    Real.one_lt_exp_iff.2 (div_pos (by linarith) hc)
  rw [lt_div_iff₀ (by linarith)]
  linarith

end

end FlatBandBoundState
```

```lean
#print axioms FlatBandBoundState.existsUnique_boundState
#print axioms FlatBandBoundState.poleWeight_eq
#print axioms FlatBandBoundState.boundState_edge_distance
```

```
'FlatBandBoundState.existsUnique_boundState' depends on axioms: [propext, Classical.choice, Quot.sound]
'FlatBandBoundState.poleWeight_eq' depends on axioms: [propext, Classical.choice, Quot.sound]
'FlatBandBoundState.boundState_edge_distance' depends on axioms: [propext, Classical.choice, Quot.sound]
```

## How the proof follows the derivation

In `selfEnergy_eq`, `hne` states that E - x is nonzero on the integration interval. The step `hder` checks the derivative of the antiderivative, and `hint` obtains integrability from continuity. The fundamental theorem of calculus, `intervalIntegral.integral_eq_sub_of_hasDerivAt`, then evaluates the integral, and `Real.log_div` splits the logarithm of the ratio so that the two sides can be compared.

The proof of `selfEnergy_strictAntiOn` replaces both self-energies by their closed forms and removes the factor c and the logarithm by monotonicity. The lemma `div_lt_div_iff₀` does the cross-multiplication, and `nlinarith` finishes with the supplied fact that W(b - a) is positive.

In `existsUnique_boundState`, the names `t`, `q` and `f` are those used above. The relation `htq`, exp(t) · q = 1, gives exp(t)(L - W) = 2W, from which `hlow` derives f(L) ≤ 0. The step `hhigh` proves f(U) ≥ 0 from `Real.log_le_sub_one_of_pos`, the inequality log r ≤ r - 1. With continuity on the closed interval from `hcont`, `intermediate_value_Icc` supplies the zero, and `selfEnergy_eq` turns it back into a solution of the equation with the integral. For uniqueness, `lt_trichotomy` compares a second solution `y` with `E`; strict decrease contradicts the two pole equations unless they are equal.

The proof of `hasDerivAt_selfEnergy` differentiates c(log(y + W) - log(y - W)) at y = E. By `selfEnergy_eq` this expression agrees with the integral for every y > W. That half-line contains a neighbourhood of E, and agreement there is enough for `congr_of_eventuallyEq` to transfer the derivative. In `poleWeight_eq` that derivative is inserted into the definition of the weight; `key` puts 1 - S'(E) over a common denominator, and the positivity of `hD` and `hcW` gives the two strict bounds.

Finally, `boundState_edge_distance` takes the pole equation from the hypothesis `h` and derives the lower bound `hlog` on the logarithm. Exponentiating with `Real.lt_log_iff_exp_lt` and clearing the denominator E - W gives the inequality for X. The fact `hexp`, which says X > 1 and uses e < W, justifies the last division.
